# Inversion twinning multiplies the Parsons quotient of a Friedel pair by 1 − 2x, where x is the twin fraction

If I read the twin fraction of an inversion twin from a single intensity, a small error in the scale can ruin the answer. Suppose the untwinned crystal would give $I=120$ at $h$ and $K=80$ at $-h$, and I measure $J=55$ at $h$. With scale $c=0.50$, the relation $J=c((1-x)I+xK)$ gives $x=0.25$. With $c=0.55$, it gives $x=0.50$.

The quotient of difference over sum for the pair should be free of this trouble. Writing $L=c((1-x)K+xI)$ for the intensity at $-h$, I expect

$$\frac{J-L}{J+L}=(1-2x)\,\frac{I-K}{I+K},$$

with absolute value at most 1. Can this be made rigorous and machine-checked, starting from structure factors, so that the exchange of $I$ and $K$ between $h$ and $-h$ is derived as well?

## The scale cancels between difference and sum

Yes. Take $I,K\ge 0$ with $I+K>0$, a scale $c>0$ and a fraction $0\le x\le 1$ of the inverted domain. Adding and subtracting the two twinned intensities gives

$$J+L=c\big((1-x+x)I+(x+1-x)K\big)=c(I+K),$$
$$J-L=c\big((1-x-x)I+(x-1+x)K\big)=c(1-2x)(I-K).$$

The sum is positive, so we may divide, and $c$ cancels. For the bound, $J$ and $L$ are sums of nonnegative terms, hence $-(J+L)\le J-L\le J+L$. Dividing by $J+L$ finishes the argument.

In your example $J=0.5\,(90+20)=55$ and $L=0.5\,(60+30)=45$. The twinned quotient is $10/100=0.1$, the untwinned one is $40/200=0.2$, and their ratio is $0.5=1-2\cdot 0.25$.

When is the absolute value exactly 1? Squaring $|J-L|=J+L$ gives $4JL=0$, so one twinned intensity vanishes. If $J=0$, then $(1-x)I=0$ and $xK=0$. Since $I$ and $K$ are not both zero, either $x=1$ and $K=0$, or $x=0$ and $I=0$. The case $L=0$ is the same with $I$ and $K$ exchanged. Conversely, if $x$ is 0 or 1 and one of $I,K$ is zero, then $J$ and $L$ are $cI$ and $cK$ in some order, and one of them vanishes.

## From quotients back to the twin fraction

Write $q=(I-K)/(I+K)$ and $q'=(J-L)/(J+L)$. If $I\ne K$, then $q\neq 0$ and $q'=(1-2x)q$ can be solved:

$$x=\tfrac12\left(1-\frac{q'}{q}\right).$$

For your pair this is $(1-0.1/0.2)/2=0.25$, with no scale needed.

With many reflections, let $q^o_h$ be the observed quotients, $q^c_h$ the quotients calculated for the untwinned crystal, and $w_h$ the weights. The misfit is

$$S(x)=\sum_h w_h\big(q^o_h-(1-2x)q^c_h\big)^2=A-2(1-2x)B+(1-2x)^2C,$$

where $A=\sum_h w_h (q^o_h)^2$, $B=\sum_h w_h q^o_h q^c_h$ and $C=\sum_h w_h (q^c_h)^2$. Assume $C>0$ and set $\hat x=(1-B/C)/2$, so that $1-2\hat x=B/C$. Completing the square gives

$$S(x)=A-\frac{B^2}{C}+C\left(1-2x-\frac BC\right)^2,\qquad S(x)-S(\hat x)=4C(x-\hat x)^2.$$

Every $x\ne\hat x$ therefore has a strictly larger misfit.

## Why the inverted domain exchanges h and −h

For atoms $j$ with complex scattering factors $f_j$ at fractional coordinates $r_j$, the structure factor is

$$F(h)=\sum_j f_j\,e^{2\pi i\,h\cdot r_j}.$$

Replacing every $r_j$ by $-r_j$ changes the sign of $h\cdot r_j$, exactly as replacing $h$ by $-h$ does. The inverted domain thus scatters at $h$ with amplitude $F(-h)$. With $I=|F(h)|^2$ and $K=|F(-h)|^2$, the twin has intensity $J$ at $h$ and $L$ at $-h$.

If all $f_j$ are real, complex conjugation gives $\overline{F(h)}=F(-h)$, so $I=K$. This is Friedel's law. Both quotients are then zero if $I+K>0$ and undefined if $I=K=0$, so the pair says nothing about $x$. Within this kinematic model a usable signal therefore needs complex scattering factors, which describe resonant scattering. They are not enough on their own: if all $f_j$ share one phase, or if the structure is centrosymmetric, then again $I=K$.

## What the Lean statements say about the crystal

In `twinIntensity c x I K` all four arguments are real numbers, and `x` is the fraction of the domain that contributes `K`. Exchanging the last two arguments gives the other member of the pair. `parsonsQuotient` takes first minus second, over the sum.

The central theorem, `parsonsQuotient_twin`, assumes the conditions on $I,K,c,x$ stated above and concludes three things: the twinned sum is positive, the quotient identity holds, and the absolute value is at most 1. The first conclusion ensures that the quotient is a genuine division, since Lean assigns the value zero to division by zero. `abs_parsonsQuotient_eq_one_iff` states when the bound is attained.

`twinFraction_of_quotients` needs only `c ≠ 0`, `I + K ≠ 0` and `I ≠ K`. In `misfit_twinEstimate_lt` the reflections form a finite set `s`, and the condition $C>0$ means that the calculated quotients carry some weighted signal. The minimum is over all real $x$, so noisy data can put the estimate outside $[0,1]$. No standard uncertainty is derived.

In `structureFactor` the atoms are indexed by a finite type `ι`, `h` is a triple of integers, and the phase has a positive sign. The same `f` serves $h$ and $-h$ and both domains. `crystalIntensity` builds the second domain from the coordinates `-r`. `parsonsQuotient_crystal` assumes $F(h)\neq 0$, which guarantees $I+K>0$. If only $F(-h)$ is nonzero, apply it at $-h$.

The model adds the intensities of two domains incoherently and treats scattering kinematically. Extinction, multiple scattering and differences in absorption between $h$ and $-h$ are absent. Within this two-domain kinematic model, the identity gives a check on programs that simulate diffraction from twinned crystals: the simulated quotient must equal $1-2x$ times the single-domain quotient, whatever the scale.

```lean
import Mathlib

namespace ParsonsQuotients

noncomputable section

/-- Intensity of a reflection from an inversion twin with scale `c` and twin fraction `x`,
where `I` and `K` are the intensities of the two domains. -/
def twinIntensity (c x I K : ℝ) : ℝ := c * ((1 - x) * I + x * K)

/-- The Parsons quotient of a pair of intensities: difference over sum. -/
def parsonsQuotient (I K : ℝ) : ℝ := (I - K) / (I + K)

/-- Twinning changes the sum of a Friedel pair only by the scale factor. -/
theorem twin_add (c x I K : ℝ) :
    twinIntensity c x I K + twinIntensity c x K I = c * (I + K) := by
  unfold twinIntensity
  ring

/-- Twinning multiplies the difference of a Friedel pair by the scale and by `1 - 2x`. -/
theorem twin_sub (c x I K : ℝ) :
    twinIntensity c x I K - twinIntensity c x K I = c * ((1 - 2 * x) * (I - K)) := by
  unfold twinIntensity
  ring

/-- Twinned intensities are nonnegative. -/
lemma twin_nonneg {c x I K : ℝ} (hI : 0 ≤ I) (hK : 0 ≤ K) (hc : 0 < c)
    (hx0 : 0 ≤ x) (hx1 : x ≤ 1) : 0 ≤ twinIntensity c x I K :=
  mul_nonneg hc.le
    (add_nonneg (mul_nonneg (sub_nonneg.2 hx1) hI) (mul_nonneg hx0 hK))

/-- The twinned Friedel pair has positive total intensity, its Parsons quotient is `1 - 2x`
times that of the untwinned crystal, and this quotient is at most one in absolute value. -/
theorem parsonsQuotient_twin {c x I K : ℝ} (hI : 0 ≤ I) (hK : 0 ≤ K) (hIK : 0 < I + K)
    (hc : 0 < c) (hx0 : 0 ≤ x) (hx1 : x ≤ 1) :
    0 < twinIntensity c x I K + twinIntensity c x K I ∧
    parsonsQuotient (twinIntensity c x I K) (twinIntensity c x K I)
      = (1 - 2 * x) * parsonsQuotient I K ∧
    |parsonsQuotient (twinIntensity c x I K) (twinIntensity c x K I)| ≤ 1 := by
  have hs : 0 < twinIntensity c x I K + twinIntensity c x K I := by
    rw [twin_add]
    exact mul_pos hc hIK
  have hJ := twin_nonneg hI hK hc hx0 hx1
  have hL := twin_nonneg hK hI hc hx0 hx1
  refine ⟨hs, ?_, ?_⟩
  · -- the scale cancels between difference and sum
    unfold parsonsQuotient
    rw [twin_add, twin_sub, mul_div_mul_left _ _ hc.ne', mul_div_assoc]
  · unfold parsonsQuotient
    rw [abs_div, abs_of_pos hs, div_le_one hs, abs_le]
    constructor <;> linarith

/-- The twinned quotient has absolute value one exactly when the crystal is a single domain
and one member of the untwinned Friedel pair has zero intensity. -/
theorem abs_parsonsQuotient_eq_one_iff {c x I K : ℝ} (hI : 0 ≤ I) (hK : 0 ≤ K)
    (hIK : 0 < I + K) (hc : 0 < c) (hx0 : 0 ≤ x) (hx1 : x ≤ 1) :
    |parsonsQuotient (twinIntensity c x I K) (twinIntensity c x K I)| = 1 ↔
      (x = 0 ∨ x = 1) ∧ (I = 0 ∨ K = 0) := by
  have hs := (parsonsQuotient_twin hI hK hIK hc hx0 hx1).1
  have hJ := twin_nonneg hI hK hc hx0 hx1
  have hL := twin_nonneg hK hI hc hx0 hx1
  -- a twinned intensity can vanish only if `x` is 0 or 1 and an untwinned intensity is zero
  have key : ∀ A B : ℝ, 0 ≤ A → 0 ≤ B → 0 < A + B → twinIntensity c x A B = 0 →
      (x = 0 ∨ x = 1) ∧ (A = 0 ∨ B = 0) := by
    intro A B hA hB hAB h
    unfold twinIntensity at h
    have h1 := (mul_eq_zero.mp h).resolve_left hc.ne'
    have h2 := mul_nonneg (sub_nonneg.2 hx1) hA
    have h3 := mul_nonneg hx0 hB
    have h4 : (1 - x) * A = 0 := by linarith
    have h5 : x * B = 0 := by linarith
    rcases mul_eq_zero.mp h4 with h6 | h6 <;> rcases mul_eq_zero.mp h5 with h7 | h7
    · exfalso; linarith
    · exact ⟨Or.inr (by linarith), Or.inr h7⟩
    · exact ⟨Or.inl h7, Or.inl h6⟩
    · exfalso; linarith
  unfold parsonsQuotient
  rw [abs_div, abs_of_pos hs, div_eq_one_iff_eq hs.ne']
  constructor
  · intro h
    have hsq : (twinIntensity c x I K - twinIntensity c x K I) ^ 2
        = (twinIntensity c x I K + twinIntensity c x K I) ^ 2 := by
      rw [← sq_abs, h]
    have hprod : twinIntensity c x I K * twinIntensity c x K I = 0 := by
      linear_combination (-1 / 4) * hsq
    rcases mul_eq_zero.mp hprod with h0 | h0
    · exact key I K hI hK hIK h0
    · have h1 := key K I hK hI (by linarith) h0
      exact ⟨h1.1, h1.2.symm⟩
  · intro h
    have h0 : twinIntensity c x I K = 0 ∨ twinIntensity c x K I = 0 := by
      rcases h with ⟨h1 | h1, h2 | h2⟩ <;> simp [twinIntensity, h1, h2]
    rcases h0 with h0 | h0
    · rw [h0, zero_sub, abs_neg, zero_add, abs_of_nonneg hL]
    · rw [h0, sub_zero, add_zero, abs_of_nonneg hJ]

/-- A single Friedel pair with unequal untwinned intensities determines the twin fraction
from the ratio of the twinned to the untwinned quotient. -/
theorem twinFraction_of_quotients {c x I K : ℝ} (hc : c ≠ 0) (hIK : I + K ≠ 0)
    (hne : I ≠ K) :
    x = (1 - parsonsQuotient (twinIntensity c x I K) (twinIntensity c x K I)
      / parsonsQuotient I K) / 2 := by
  have hq : parsonsQuotient (twinIntensity c x I K) (twinIntensity c x K I)
      = (1 - 2 * x) * parsonsQuotient I K := by
    unfold parsonsQuotient
    rw [twin_add, twin_sub, mul_div_mul_left _ _ hc, mul_div_assoc]
  have h0 : parsonsQuotient I K ≠ 0 := div_ne_zero (sub_ne_zero.2 hne) hIK
  rw [hq, mul_div_cancel_right₀ _ h0]
  ring

/-- Weighted squared misfit between observed quotients `qo` and calculated quotients `qc`
scaled by `1 - 2x`. -/
def misfit {ι : Type*} (s : Finset ι) (w qo qc : ι → ℝ) (x : ℝ) : ℝ :=
  ∑ h ∈ s, w h * (qo h - (1 - 2 * x) * qc h) ^ 2

/-- Closed-form estimate of the twin fraction from many quotients. -/
def twinEstimate {ι : Type*} (s : Finset ι) (w qo qc : ι → ℝ) : ℝ :=
  (1 - (∑ h ∈ s, w h * (qo h * qc h)) / (∑ h ∈ s, w h * qc h ^ 2)) / 2

/-- The closed-form estimate has a strictly smaller misfit than any other real value of the
twin fraction, provided the weighted sum of squared calculated quotients is positive. -/
theorem misfit_twinEstimate_lt {ι : Type*} (s : Finset ι) (w qo qc : ι → ℝ)
    (hC : 0 < ∑ h ∈ s, w h * qc h ^ 2) {x : ℝ} (hx : x ≠ twinEstimate s w qo qc) :
    misfit s w qo qc (twinEstimate s w qo qc) < misfit s w qo qc x := by
  -- the misfit is a quadratic polynomial in the twin fraction
  have expand : ∀ y, misfit s w qo qc y = ∑ h ∈ s, w h * qo h ^ 2
      - (2 * (1 - 2 * y)) * ∑ h ∈ s, w h * (qo h * qc h)
      + (1 - 2 * y) ^ 2 * ∑ h ∈ s, w h * qc h ^ 2 := by
    intro y
    unfold misfit
    rw [Finset.mul_sum, Finset.mul_sum, ← Finset.sum_sub_distrib, ← Finset.sum_add_distrib]
    refine Finset.sum_congr rfl fun h _ => ?_
    ring
  have hB : (1 - 2 * twinEstimate s w qo qc) * (∑ h ∈ s, w h * qc h ^ 2)
      = ∑ h ∈ s, w h * (qo h * qc h) := by
    have h1 : 1 - 2 * twinEstimate s w qo qc
        = (∑ h ∈ s, w h * (qo h * qc h)) / (∑ h ∈ s, w h * qc h ^ 2) := by
      unfold twinEstimate
      ring
    rw [h1, div_mul_cancel₀ _ hC.ne']
  -- completing the square
  have hdiff : misfit s w qo qc x - misfit s w qo qc (twinEstimate s w qo qc)
      = 4 * ((∑ h ∈ s, w h * qc h ^ 2) * (x - twinEstimate s w qo qc) ^ 2) := by
    rw [expand x, expand (twinEstimate s w qo qc)]
    linear_combination (4 * (twinEstimate s w qo qc - x)) * hB
  have hsq : 0 < (x - twinEstimate s w qo qc) ^ 2 := by
    have := sub_ne_zero.2 hx
    positivity
  have := mul_pos hC hsq
  linarith

variable {ι : Type*} [Fintype ι]

/-- Structure factor at Miller indices `h` of atoms with complex scattering factors `f` at
fractional coordinates `r`. -/
def structureFactor (f : ι → ℂ) (r : ι → Fin 3 → ℝ) (h : Fin 3 → ℤ) : ℂ :=
  ∑ j, f j * Complex.exp (((2 * Real.pi * ∑ k, (h k : ℝ) * r j k : ℝ) : ℂ) * Complex.I)

/-- Intensity at `h` of a crystal whose domains are the structure and its inverted image. -/
def crystalIntensity (c x : ℝ) (f : ι → ℂ) (r : ι → Fin 3 → ℝ) (h : Fin 3 → ℤ) : ℝ :=
  twinIntensity c x (Complex.normSq (structureFactor f r h))
    (Complex.normSq (structureFactor f (-r) h))

/-- Inverting the structure has the same effect on the structure factor as inverting `h`. -/
theorem structureFactor_inverted (f : ι → ℂ) (r : ι → Fin 3 → ℝ) (h : Fin 3 → ℤ) :
    structureFactor f (-r) h = structureFactor f r (-h) := by
  simp [structureFactor]

/-- Friedel's law: with real scattering factors, `h` and `-h` have equal intensities. -/
theorem friedel_law (f : ι → ℂ) (r : ι → Fin 3 → ℝ) (h : Fin 3 → ℤ)
    (hf : ∀ j, starRingEnd ℂ (f j) = f j) :
    Complex.normSq (structureFactor f r (-h)) = Complex.normSq (structureFactor f r h) := by
  have hF : structureFactor f r (-h) = starRingEnd ℂ (structureFactor f r h) := by
    unfold structureFactor
    rw [map_sum]
    refine Finset.sum_congr rfl fun j _ => ?_
    rw [map_mul, hf j, ← Complex.exp_conj, map_mul, Complex.conj_ofReal, Complex.conj_I]
    simp
  rw [hF, Complex.normSq_conj]

/-- For an inversion-twinned crystal with a nonzero structure factor at `h`, the pair `h`, `-h`
has positive total intensity and its quotient is `1 - 2x` times the single-domain quotient. -/
theorem parsonsQuotient_crystal {c x : ℝ} (f : ι → ℂ) (r : ι → Fin 3 → ℝ) (h : Fin 3 → ℤ)
    (hF : structureFactor f r h ≠ 0) (hc : 0 < c) (hx0 : 0 ≤ x) (hx1 : x ≤ 1) :
    0 < crystalIntensity c x f r h + crystalIntensity c x f r (-h) ∧
    parsonsQuotient (crystalIntensity c x f r h) (crystalIntensity c x f r (-h))
      = (1 - 2 * x) * parsonsQuotient (Complex.normSq (structureFactor f r h))
          (Complex.normSq (structureFactor f r (-h))) := by
  have hK := Complex.normSq_nonneg (structureFactor f r (-h))
  have hI := Complex.normSq_pos.2 hF
  have main := parsonsQuotient_twin hI.le hK (by linarith) hc hx0 hx1
  unfold crystalIntensity
  rw [structureFactor_inverted, structureFactor_inverted, neg_neg]
  exact ⟨main.1, main.2.1⟩

end

end ParsonsQuotients
```

```lean
#print axioms ParsonsQuotients.twinFraction_of_quotients
#print axioms ParsonsQuotients.misfit_twinEstimate_lt
#print axioms ParsonsQuotients.friedel_law
#print axioms ParsonsQuotients.parsonsQuotient_crystal
```

```
'ParsonsQuotients.twinFraction_of_quotients' depends on axioms: [propext, Classical.choice, Quot.sound]
'ParsonsQuotients.misfit_twinEstimate_lt' depends on axioms: [propext, Classical.choice, Quot.sound]
'ParsonsQuotients.friedel_law' depends on axioms: [propext, Classical.choice, Quot.sound]
'ParsonsQuotients.parsonsQuotient_crystal' depends on axioms: [propext, Classical.choice, Quot.sound]
```

## How the Lean proofs follow the algebra

`twin_add` and `twin_sub` are the sum and difference formulas, proved by `ring`, and `twin_nonneg` gives $J,L\ge0$. In `parsonsQuotient_twin`, positivity of the sum comes from `twin_add`. The quotient is rewritten with both formulas, and `mul_div_mul_left` cancels the scale. For the bound, `div_le_one` clears the positive denominator, `abs_le` splits the absolute value into two inequalities, and `linarith` derives each from $J,L\ge0$.

For the equality case, `hsq` is the squared equation and `hprod` is $JL=0$, obtained by `linear_combination`. The local statement `key` contains the case analysis for a vanishing twinned intensity. It is used once for $J$ and once, with the arguments exchanged, for $L$. The converse substitutes the four combinations of $x$ and the vanishing intensity.

`twinFraction_of_quotients` proves the identity again under its weaker hypotheses, then divides by the nonzero untwinned quotient.

In the least-squares proof, `expand` is the quadratic form of $S$, `hB` is $(1-2\hat x)C=B$, and `hdiff` is the completed square $4C(x-\hat x)^2$. Since $C>0$ and $x\neq\hat x$, this difference is positive.

`structureFactor_inverted` moves the minus sign from the coordinates to the indices. `friedel_law` conjugates the sum term by term, using that each $f_j$ equals its conjugate, and then uses that conjugation preserves the squared modulus. Finally, `parsonsQuotient_crystal` applies `parsonsQuotient_twin` to $|F(h)|^2$ and $|F(-h)|^2$. Two uses of `structureFactor_inverted`, with $-(-h)=h$, bring the crystal intensities into the required form.

## The same factor for a twofold twin law

The algebra never uses the fact that $I$ and $K$ belong to opposite indices. Consider a merohedral twin with two domains related by a twofold rotation that exchanges reflections $h_1$ and $h_2$, with untwinned intensities $I_1$ and $I_2$. The twinned intensities are $c((1-x)I_1+xI_2)$ and $c((1-x)I_2+xI_1)$, so their quotient is $(1-2x)(I_1-I_2)/(I_1+I_2)$ whenever $I_1+I_2>0$. `parsonsQuotient_twin` covers this algebra, while the geometry of the rotation is supplied here by the physical description and not by the Lean code.
